# Three spins one half without antiferromagnetic exchange have a strictly lowest quartet exactly when at least two couplings are ferromagnetic

## A triradical with one free spin

Suppose that the pair exchange couplings of a triradical have been determined and none is antiferromagnetic. If the absence of antiferromagnetic coupling is by itself taken as proof of an isolated quartet ground state, the assignment can be wrong. With one ferromagnetic pair and a third spin coupled to neither partner, the third spin can point in any direction at no cost in energy. States that are not quartet states then share the lowest level with the quartet.

For three localised spins with exchange only, the missing condition is that at least two of the three couplings are ferromagnetic. In electronic structure work this bears on reading a high-spin ground state from computed pair couplings, as far as this three-site spin model describes the molecule.

## The exchange Hamiltonian

Number the sites 0, 1, 2. A configuration $s$ gives each site $k$ a value $s_k$, which is 1 for spin up and 0 for spin down, and a state $\psi$ gives each of the eight configurations a complex amplitude $\psi(s)$. The operator $P_{ij}$ swaps the spins at sites $i$ and $j$. With real couplings $a,b,c\ge 0$,

$$H=-(a\,P_{01}+b\,P_{12}+c\,P_{02}).$$

Since $P_{ij}=\tfrac12+2\,\mathbf S_i\cdot\mathbf S_j$ for spin operators $\mathbf S_i$ in units of $\hbar$, this is the Heisenberg model with ferromagnetic or vanishing couplings, up to a constant.

The quartet, with total spin $3/2$, consists of the states that every swap leaves unchanged. Their amplitudes depend only on the number of up spins, which can be 0, 1, 2 or 3, so there are four independent ones. On them each $P_{ij}$ acts as 1, and their energy is $-(a+b+c)$.

## The criterion

For $a,b,c\ge0$, every energy eigenstate that is not a quartet state has energy strictly above $-(a+b+c)$ if and only if

$$ab+bc+ca>0.$$

For non-negative numbers this inequality says that at least two of them are positive, so that the couplings link all three sites.

An eigenstate that is not a quartet state may still have a quartet component. Because $H$ conserves total spin, its doublet component is then an eigenstate with the same energy, so the criterion amounts to the quartet lying strictly below both doublet levels.

Some restriction on the signs is needed. For $a=b=c=-1$ the sum of products is 3, yet the quartet lies at energy 3 and the doublets at 0.

## Energy as a cost of asymmetry

A swap only permutes the configurations, so $\|P_{ij}\psi\|=\|\psi\|$. Expanding the square gives

$$\|\psi-P_{ij}\psi\|^2=2\|\psi\|^2-2\,\mathrm{Re}\langle\psi,P_{ij}\psi\rangle .$$

Solve this for $\mathrm{Re}\langle\psi,P_{ij}\psi\rangle$, multiply by minus the coupling and add the three pairs:

$$\langle\psi,H\psi\rangle=-(a+b+c)\|\psi\|^2+\tfrac12\left(a\|\psi-P_{01}\psi\|^2+b\|\psi-P_{12}\psi\|^2+c\|\psi-P_{02}\psi\|^2\right).$$

For a normalised state, the last bracket with its factor $\tfrac12$ is the energy above the quartet level.

**Two positive couplings suffice.** Let $H\psi=E\psi$ with $E\le-(a+b+c)$. The identity becomes

$$(E+a+b+c)\|\psi\|^2=\tfrac12\left(a\|\psi-P_{01}\psi\|^2+b\|\psi-P_{12}\psi\|^2+c\|\psi-P_{02}\psi\|^2\right).$$

The left side is at most zero and each term on the right is at least zero, so each term vanishes. Every swap with a positive coupling therefore leaves $\psi$ unchanged. If $ab+bc+ca>0$, there are two such swaps, and they share a site $j$. Call them $P_{ij}$ and $P_{jk}$. Since

$$P_{ik}=P_{ij}P_{jk}P_{ij},$$

the third swap leaves $\psi$ unchanged too, and $\psi$ is a quartet state. An eigenstate that is not a quartet state must then have $E>-(a+b+c)$.

**Fewer do not.** If $ab+bc+ca=0$, all three products vanish, so at least two couplings are zero and some site $k$ is uncoupled. Take $u_k(s)=s_k$. It has squared norm 4, and the normalised state $u_k/2$ is a product state with spin $k$ up along $z$ and the other two spins along $+x$. Swapping those two changes nothing, so $Hu_k=-(a+b+c)u_k$. The state is not a quartet state: its amplitude is 1 when only spin $k$ is up and 0 when only another spin is up. This includes the case $a=b=c=0$, where $H=0$.

## The statement in Lean

`State` is the type of functions from configurations to complex numbers, with no normalisation imposed. `exchange i j` is $P_{ij}$, and `hamiltonian a b c` is $H$ with the site numbering used above. `overlap` is the real part of the inner product, which suffices for expectation values of the Hermitian $H$.

`IsQuartet` requires invariance under the three swaps. In `quartet_strictly_lowest_iff`, the hypotheses `ha`, `hb` and `hc` are the sign conditions. The left side of the equivalence ranges over all states `ψ` and real `E` with `hamiltonian a b c ψ = E • ψ`. The zero state needs no separate exclusion, since it satisfies `IsQuartet`.

The theorem gives neither the doublet energies nor the size of the gap. The model has exactly three sites with one fixed electron each, and leaves out explicit charge-transfer states, spin-orbit coupling, dipolar interaction and external fields.

```lean
import Mathlib

open scoped ComplexConjugate

namespace RadicalExchange

/-- A state of three spins one half: an amplitude for each configuration, where `0` is
spin down and `1` is spin up. -/
abbrev State := (Fin 3 → Fin 2) → ℂ

/-- The operator that swaps the spins at sites `i` and `j`. -/
def exchange (i j : Fin 3) (ψ : State) : State := fun s => ψ (s ∘ Equiv.swap i j)

/-- The exchange Hamiltonian `H = -(a P01 + b P12 + c P02)`, with sites numbered from `0`. -/
noncomputable def hamiltonian (a b c : ℝ) (ψ : State) : State :=
  -(a • exchange 0 1 ψ + b • exchange 1 2 ψ + c • exchange 0 2 ψ)

/-- The real part of the inner product of two states. -/
noncomputable def overlap (φ ψ : State) : ℝ := ∑ s, (conj (φ s) * ψ s).re

/-- A quartet state is one that each of the three pair swaps leaves unchanged. -/
def IsQuartet (ψ : State) : Prop :=
  exchange 0 1 ψ = ψ ∧ exchange 1 2 ψ = ψ ∧ exchange 0 2 ψ = ψ

/-- The state whose amplitude is `1` if the spin at site `k` is up and `0` if it is down. -/
def upAt (k : Fin 3) : State := fun s => ((s k : ℕ) : ℂ)

/-- A state is a quartet state if and only if its amplitudes depend only on the number of
up spins. -/
theorem isQuartet_iff (ψ : State) :
    IsQuartet ψ ↔ ∃ f : ℕ → ℂ, ∀ s, ψ s = f (∑ i, (s i : ℕ)) := by
  constructor
  · rintro ⟨h1, h2, h3⟩
    -- at most one swap brings the up spins to the first sites
    have key : ∀ s : Fin 3 → Fin 2, ∃ t : Fin 3 → Fin 2,
        t = (fun k => if k.val < ∑ i, (s i : ℕ) then 1 else 0) ∧
        (s = t ∨ s ∘ Equiv.swap 0 1 = t ∨ s ∘ Equiv.swap 1 2 = t ∨
          s ∘ Equiv.swap 0 2 = t) := fun s => ⟨_, rfl, by revert s; decide⟩
    refine ⟨fun n => ψ fun k => if k.val < n then 1 else 0, fun s => ?_⟩
    obtain ⟨t, ht, h | h | h | h⟩ := key s
    · exact congrArg ψ (h.trans ht)
    · exact (congrFun h1 s).symm.trans (congrArg ψ (h.trans ht))
    · exact (congrFun h2 s).symm.trans (congrArg ψ (h.trans ht))
    · exact (congrFun h3 s).symm.trans (congrArg ψ (h.trans ht))
  · rintro ⟨f, hf⟩
    have h : ∀ i j, exchange i j ψ = ψ := by
      intro i j
      funext s
      change ψ (s ∘ Equiv.swap i j) = ψ s
      rw [hf, hf]
      exact congrArg f (Equiv.sum_comp (Equiv.swap i j) fun k => (s k : ℕ))
    exact ⟨h 0 1, h 1 2, h 0 2⟩

/-- Every quartet state has energy `-(a + b + c)`. -/
theorem quartet_energy (a b c : ℝ) {ψ : State} (h : IsQuartet ψ) :
    hamiltonian a b c ψ = (-(a + b + c)) • ψ := by
  rw [hamiltonian, h.1, h.2.1, h.2.2]
  module

/-- The squared norm of a state is nonnegative and vanishes only for the zero state. -/
theorem overlap_self (φ : State) : 0 ≤ overlap φ φ ∧ (overlap φ φ = 0 → φ = 0) := by
  have key : ∀ z : ℂ, (conj z * z).re = Complex.normSq z := by
    intro z
    simp only [Complex.mul_re, Complex.conj_re, Complex.conj_im, Complex.normSq_apply]
    ring
  simp only [overlap, key]
  refine ⟨Finset.sum_nonneg fun s _ => Complex.normSq_nonneg _, fun h => ?_⟩
  funext s
  exact Complex.normSq_eq_zero.mp
    ((Finset.sum_eq_zero_iff_of_nonneg fun s _ => Complex.normSq_nonneg _).mp h s
      (Finset.mem_univ s))

/-- The squared norm of `ψ - P ψ` is twice that of `ψ` minus twice the expectation of `P`. -/
theorem overlap_sub_exchange (i j : Fin 3) (ψ : State) :
    overlap (ψ - exchange i j ψ) (ψ - exchange i j ψ)
      = 2 * overlap ψ ψ - 2 * overlap ψ (exchange i j ψ) := by
  -- a swap permutes the configurations, so it preserves the norm
  have hinv : Function.Involutive (fun s : Fin 3 → Fin 2 => s ∘ Equiv.swap i j) := by
    intro s
    funext x
    simp
  have h : overlap (exchange i j ψ) (exchange i j ψ) = overlap ψ ψ :=
    Equiv.sum_comp hinv.toPerm (fun s => (conj (ψ s) * ψ s).re)
  have h2 : overlap (ψ - exchange i j ψ) (ψ - exchange i j ψ) = overlap ψ ψ
      + overlap (exchange i j ψ) (exchange i j ψ) - 2 * overlap ψ (exchange i j ψ) := by
    simp only [overlap, Finset.mul_sum, ← Finset.sum_add_distrib, ← Finset.sum_sub_distrib]
    refine Finset.sum_congr rfl fun s _ => ?_
    simp only [Pi.sub_apply, map_sub, Complex.mul_re, Complex.sub_re, Complex.sub_im,
      Complex.conj_re, Complex.conj_im]
    ring
  rw [h2, h]
  ring

/-- The energy expectation is `-(a + b + c)` times the squared norm, plus half the squared
norms of the changes `ψ - P ψ` under the three swaps, weighted by the couplings. -/
theorem energy_identity (a b c : ℝ) (ψ : State) :
    overlap ψ (hamiltonian a b c ψ) = -(a + b + c) * overlap ψ ψ
      + (a * overlap (ψ - exchange 0 1 ψ) (ψ - exchange 0 1 ψ)
        + b * overlap (ψ - exchange 1 2 ψ) (ψ - exchange 1 2 ψ)
        + c * overlap (ψ - exchange 0 2 ψ) (ψ - exchange 0 2 ψ)) / 2 := by
  have hH : overlap ψ (hamiltonian a b c ψ) = -(a * overlap ψ (exchange 0 1 ψ)
      + b * overlap ψ (exchange 1 2 ψ) + c * overlap ψ (exchange 0 2 ψ)) := by
    simp only [overlap, Finset.mul_sum, ← Finset.sum_add_distrib, ← Finset.sum_neg_distrib]
    refine Finset.sum_congr rfl fun s _ => ?_
    simp only [hamiltonian, Pi.neg_apply, Pi.add_apply, Pi.smul_apply, Complex.mul_re,
      Complex.neg_re, Complex.neg_im, Complex.add_re, Complex.add_im, Complex.smul_re,
      Complex.smul_im, smul_eq_mul]
    ring
  rw [hH]
  simp only [overlap_sub_exchange]
  ring

/-- For three different sites, a state unchanged by the swaps `ij` and `jk` is unchanged by
the swap `ik`. -/
theorem exchange_chain {i j k : Fin 3} (hij : i ≠ j) (hjk : j ≠ k) (hik : i ≠ k) {ψ : State}
    (h1 : exchange i j ψ = ψ) (h2 : exchange j k ψ = ψ) : exchange i k ψ = ψ := by
  funext s
  have e : s ∘ Equiv.swap i k
      = ((s ∘ Equiv.swap i j) ∘ Equiv.swap j k) ∘ Equiv.swap i j := by
    funext x
    have hx : Equiv.swap i k x = Equiv.swap i j (Equiv.swap j k (Equiv.swap i j x)) := by
      grind [Equiv.swap_apply_def]
    exact congrArg s hx
  exact (congrArg ψ e).trans
    ((congrFun h1 _).trans ((congrFun h2 _).trans (congrFun h1 s)))

/-- The state `upAt k` is not a quartet state, but a swap of the other two spins leaves it
unchanged. -/
theorem upAt_not_quartet (k : Fin 3) :
    ¬ IsQuartet (upAt k) ∧ ∀ i j, k ≠ i → k ≠ j → exchange i j (upAt k) = upAt k := by
  constructor
  · rintro ⟨h1, h2, _⟩
    have key : ∀ k : Fin 3, ¬ ∀ s : Fin 3 → Fin 2,
        s (Equiv.swap 0 1 k) = s k ∧ s (Equiv.swap 1 2 k) = s k := by decide
    exact key k fun s => ⟨Fin.ext (Nat.cast_injective (R := ℂ) (congrFun h1 s)),
      Fin.ext (Nat.cast_injective (R := ℂ) (congrFun h2 s))⟩
  · intro i j hi hj
    funext s
    simp [exchange, upAt, Equiv.swap_apply_of_ne_of_ne hi hj]

/-- For `a, b, c ≥ 0`, every energy eigenstate that is not a quartet state lies strictly
above `-(a + b + c)` if and only if `ab + bc + ca > 0`. -/
theorem quartet_strictly_lowest_iff {a b c : ℝ} (ha : 0 ≤ a) (hb : 0 ≤ b) (hc : 0 ≤ c) :
    (∀ (ψ : State) (E : ℝ), hamiltonian a b c ψ = E • ψ → ¬ IsQuartet ψ →
      -(a + b + c) < E) ↔ 0 < a * b + b * c + c * a := by
  have p := mul_nonneg ha hb
  have q := mul_nonneg hb hc
  have r := mul_nonneg hc ha
  constructor
  · intro h
    by_contra hn
    have hn := not_lt.mp hn
    have h1 := mul_eq_zero.mp (show a * b = 0 by linarith)
    have h2 := mul_eq_zero.mp (show b * c = 0 by linarith)
    have h3 := mul_eq_zero.mp (show c * a = 0 by linarith)
    have z : (a = 0 ∧ b = 0) ∨ (b = 0 ∧ c = 0) ∨ (a = 0 ∧ c = 0) := by tauto
    -- the spin at an isolated site gives a degenerate state outside the quartet
    rcases z with ⟨h4, h5⟩ | ⟨h4, h5⟩ | ⟨h4, h5⟩
    · refine lt_irrefl _ (h (upAt 1) _ ?_ (upAt_not_quartet 1).1)
      simp [hamiltonian, h4, h5, (upAt_not_quartet 1).2 0 2 (by decide) (by decide)]
    · refine lt_irrefl _ (h (upAt 2) _ ?_ (upAt_not_quartet 2).1)
      simp [hamiltonian, h4, h5, (upAt_not_quartet 2).2 0 1 (by decide) (by decide)]
    · refine lt_irrefl _ (h (upAt 0) _ ?_ (upAt_not_quartet 0).1)
      simp [hamiltonian, h4, h5, (upAt_not_quartet 0).2 1 2 (by decide) (by decide)]
  · intro hQ ψ E hE hns
    by_contra hlt
    have hid := energy_identity a b c ψ
    have hEn : overlap ψ (E • ψ) = E * overlap ψ ψ := by
      simp only [overlap, Finset.mul_sum, Pi.smul_apply, mul_smul_comm, Complex.smul_re,
        smul_eq_mul]
    rw [hE, hEn] at hid
    have hle := mul_le_mul_of_nonneg_right (not_lt.mp hlt) (overlap_self ψ).1
    have m1 := mul_nonneg ha (overlap_self (ψ - exchange 0 1 ψ)).1
    have m2 := mul_nonneg hb (overlap_self (ψ - exchange 1 2 ψ)).1
    have m3 := mul_nonneg hc (overlap_self (ψ - exchange 0 2 ψ)).1
    -- so every swap with a positive coupling fixes the state
    have fixed : ∀ (x : ℝ) (i j : Fin 3), 0 < x →
        x * overlap (ψ - exchange i j ψ) (ψ - exchange i j ψ) ≤ 0 → exchange i j ψ = ψ := by
      intro x i j hx h
      have h0 := le_of_mul_le_mul_left (h.trans_eq (mul_zero x).symm) hx
      exact (sub_eq_zero.mp ((overlap_self _).2 (le_antisymm h0 (overlap_self _).1))).symm
    have f1 : 0 < a → exchange 0 1 ψ = ψ := fun h => fixed a 0 1 h (by linarith)
    have f2 : 0 < b → exchange 1 2 ψ = ψ := fun h => fixed b 1 2 h (by linarith)
    have f3 : 0 < c → exchange 0 2 ψ = ψ := fun h => fixed c 0 2 h (by linarith)
    have comm : ∀ i j, exchange i j ψ = exchange j i ψ := by
      intro i j
      funext s
      exact congrArg (fun e : Equiv.Perm (Fin 3) => ψ (s ∘ e)) (Equiv.swap_comm i j)
    -- at least two couplings are positive, and two swaps generate the third
    rcases ha.eq_or_lt with h1 | h1
    · have hbc : 0 < b * c := by simpa [← h1] using hQ
      have h2 := f2 (pos_of_mul_pos_left hbc hc)
      have h3 := f3 (pos_of_mul_pos_right hbc hb)
      exact hns ⟨exchange_chain (by decide) (by decide) (by decide) h3
        ((comm 2 1).trans h2), h2, h3⟩
    · rcases hb.eq_or_lt with h2 | h2
      · have hca : 0 < c * a := by simpa [← h2] using hQ
        have h3 := f3 (pos_of_mul_pos_left hca ha)
        exact hns ⟨f1 h1, exchange_chain (by decide) (by decide) (by decide)
          ((comm 1 0).trans (f1 h1)) h3, h3⟩
      · exact hns ⟨f1 h1, f2 h2,
          exchange_chain (by decide) (by decide) (by decide) (f1 h1) (f2 h2)⟩

end RadicalExchange
```

```lean
#print axioms RadicalExchange.isQuartet_iff
-- 'RadicalExchange.isQuartet_iff' depends on axioms: [propext, Classical.choice, Quot.sound]
#print axioms RadicalExchange.quartet_energy
-- 'RadicalExchange.quartet_energy' depends on axioms: [propext, Classical.choice, Quot.sound]
#print axioms RadicalExchange.quartet_strictly_lowest_iff
-- 'RadicalExchange.quartet_strictly_lowest_iff' depends on axioms: [propext, Classical.choice, Quot.sound]
```

## What the lemmas contribute

Two results confirm that `IsQuartet` has its intended meaning; the main theorem does not call them. `isQuartet_iff` shows that quartet amplitudes depend only on the number of up spins. In one direction, `decide` checks for all eight configurations that at most one swap moves the up spins to the first sites. In the other, the number of up spins is unchanged when sites are permuted. `quartet_energy` replaces each swapped state by `ψ` and collects the coefficients.

`overlap_self` says that the squared norm is non-negative and vanishes only for the zero state. `overlap_sub_exchange` is the expansion of $\|\psi-P_{ij}\psi\|^2$; there `Equiv.sum_comp` reorders the sum over configurations to show that a swap preserves the norm. `energy_identity` adds the three pairs with their couplings.

`exchange_chain` is the composition of swaps. The underlying identity between permutations of sites is settled by `grind`, and the invariance of `ψ` is then applied three times. `upAt_not_quartet` supplies both properties of $u_k$: it fails to be a quartet state, and a swap of the other two spins leaves it unchanged.

## The two directions in the main theorem

From left to right, the proof assumes that $ab+bc+ca$ is not positive. The non-negative products must then vanish, and `tauto` sorts the result into three cases, each with two zero couplings. The uncoupled site is 1 when $a=b=0$, 2 when $b=c=0$, and 0 when $a=c=0$. Applying the assumed strict inequality to the matching `upAt` state puts $-(a+b+c)$ strictly below itself, which `lt_irrefl` refutes.

From right to left, the proof supposes that a non-quartet eigenstate has $E\le-(a+b+c)$. After the eigenvalue equation is inserted into `energy_identity`, `linarith` bounds each weighted squared norm above by zero. The local result `fixed` turns this into invariance under any swap with a positive coupling, recorded for the three pairs as `f1`, `f2` and `f3`.

The remaining cases are $a=0$; $a>0$ with $b=0$; and $a,b>0$. Each provides two invariant swaps, and `exchange_chain` gives the third, with `comm` reversing the order of a pair's indices where necessary. The state is then a quartet state, contrary to the assumption.
